# Squared Cholesky pivots lie between the extreme eigenvalues of the overlap matrix

Diffuse basis functions on neighbouring atoms can overlap so strongly that one is almost a linear combination of the others. The overlap matrix \(S\) then has an eigenvalue close to zero. A code that has factorised \(S=LL^\dagger\), with \(L\) lower triangular, already holds the diagonal entries \(L_{kk}\), here called pivots. What do they say about that eigenvalue?

Let \(m\) and \(M\) be the smallest and largest eigenvalues of \(S\). For every \(k\),

\[
m\le |L_{kk}|^2\le M .
\]

If the diagonal entries are positive real numbers \(d_k\), then for all \(j,k\)

\[
\left(\frac{d_j}{d_k}\right)^2\le \frac{M}{m}.
\]

## Pivots as a warning in the generalised eigenvalue problem

In a finite non-orthogonal basis, a Hartree–Fock or Kohn–Sham code can use an invertible \(L\) to turn \(HC=SC\varepsilon\) into an ordinary eigenvalue problem. Here \(H\) is the Fock or Kohn–Sham matrix, the columns of \(C\) hold the orbital coefficients, and \(\varepsilon\) is the diagonal matrix of orbital energies. A squared pivot below a chosen threshold shows that \(m\) is at or below that squared pivot, and hence below the threshold, without diagonalising \(S\). The largest squared pivot ratio is a lower bound on the condition number \(M/m\).

## An eigenvector of the adjoint factor gives the bound

Write \(\|x\|^2=\sum_i|x_i|^2\) for a coefficient vector \(x\). Expand \(x\) in orthonormal eigenvectors of \(S\), with eigenvalues \(\mu_i\) and coefficients \(c_i\):

\[
x^\dagger Sx=\sum_i\mu_i|c_i|^2,\qquad
m\|x\|^2\le x^\dagger Sx\le M\|x\|^2 .
\]

The factorisation also gives \(x^\dagger Sx=x^\dagger LL^\dagger x=\|L^\dagger x\|^2\).

Since \(L^\dagger\) is upper triangular,

\[
\det(L^\dagger-\overline{L_{kk}}\,I)=\prod_i(\overline{L_{ii}}-\overline{L_{kk}})=0 ,
\]

because the factor \(i=k\) vanishes. So some \(v\ne0\) satisfies \(L^\dagger v=\overline{L_{kk}}\,v\), and

\[
v^\dagger Sv=\|L^\dagger v\|^2=|L_{kk}|^2\|v\|^2 .
\]

Putting \(x=v\) in the Rayleigh bounds and dividing by \(\|v\|^2>0\) proves the first result.

For the ratio, positive pivots give \(\det L^\dagger=\prod_i d_i>0\). An eigenvector \(u\) of \(S\) for \(m\) therefore has \(L^\dagger u\ne0\), so \(m\|u\|^2=\|L^\dagger u\|^2>0\) and \(m>0\). From \(d_j^2\le M\) and \(m\le d_k^2\) follows \(d_j^2m\le Md_k^2\), which is the ratio bound.

## Two normalised functions

With indices from 0, as in Lean, and real overlap \(0\le s<1\),

\[
S=\begin{pmatrix}1&s\\s&1\end{pmatrix},\qquad
L=\begin{pmatrix}1&0\\s&\sqrt{1-s^2}\end{pmatrix}.
\]

The eigenvalues are \(1\pm s\), and \(L_{11}^2=(1+s)(1-s)\). The last squared pivot overestimates \(m\) by the factor \(1+s\), which approaches 2 as the functions coincide. For a single function, \(m=|L_{00}|^2=M\).

## The bounds in Lean

```lean
import Mathlib

open Matrix
open scoped ComplexOrder

namespace CholeskyPivots

variable {ι : Type*} [Fintype ι] [DecidableEq ι] {n : ℕ}

/-- The real eigenvalues of a complex matrix, each belonging to a nonzero eigenvector. -/
def eigs (S : Matrix ι ι ℂ) : Set ℝ :=
  {μ | ∃ v : ι → ℂ, v ≠ 0 ∧ S *ᵥ v = (μ : ℂ) • v}

/-- The sum of the squared moduli of the expansion coefficients. -/
noncomputable def coeffNormSq (x : ι → ℂ) : ℝ := ∑ i, ‖x i‖ ^ 2

omit [DecidableEq ι] in
/-- A nonzero coefficient vector has positive squared norm. -/
theorem coeffNormSq_pos {x : ι → ℂ} (hx : x ≠ 0) : 0 < coeffNormSq x := by
  obtain ⟨i, hi⟩ := Function.ne_iff.mp hx
  have hi' : 0 < ‖x i‖ := norm_pos_iff.mpr hi
  exact Finset.sum_pos' (fun j _ => by positivity) ⟨i, Finset.mem_univ i, by positivity⟩

omit [DecidableEq ι] in
/-- The product of a coefficient vector with its own adjoint is its squared norm. -/
theorem star_dot_self (x : ι → ℂ) : star x ⬝ᵥ x = (coeffNormSq x : ℂ) := by
  unfold coeffNormSq dotProduct
  push_cast
  exact Finset.sum_congr rfl fun i _ => Complex.conj_mul' (x i)

/-- The eigenvalues listed by the spectral theorem for a Hermitian matrix have eigenvectors. -/
theorem eigenvalues_mem {S : Matrix ι ι ℂ} (hS : S.IsHermitian) (i : ι) :
    hS.eigenvalues i ∈ eigs S := by
  refine ⟨(hS.eigenvectorBasis i).ofLp, ?_, ?_⟩
  · intro h0
    apply hS.eigenvectorBasis.orthonormal.ne_zero i
    ext j
    exact congrFun h0 j
  · rw [hS.mulVec_eigenvectorBasis i]
    ext j
    simp

/-- A Hermitian matrix of positive size has a smallest and a largest eigenvalue. -/
theorem exists_extreme_eigenvalues [Nonempty ι] {S : Matrix ι ι ℂ} (hS : S.IsHermitian) :
    (∃ m, IsLeast (eigs S) m) ∧ ∃ M, IsGreatest (eigs S) M := by
  have hne : (eigs S).Nonempty := ⟨_, eigenvalues_mem hS (Classical.arbitrary ι)⟩
  -- eigenvalues are roots of the characteristic polynomial, so there are finitely many
  have hfin : (eigs S).Finite := by
    have hroots := Polynomial.finite_setOfPred_isRoot S.charpoly_monic.ne_zero
    refine (hroots.preimage (f := fun μ : ℝ => (μ : ℂ))
      Complex.ofReal_injective.injOn).subset ?_
    rintro μ ⟨v, hv, h⟩
    change S.charpoly.eval (μ : ℂ) = 0
    rw [Matrix.eval_charpoly]
    refine Matrix.exists_mulVec_eq_zero_iff.mp ⟨v, hv, ?_⟩
    rw [Matrix.sub_mulVec, h]
    ext j
    simp [Matrix.scalar_apply]
  obtain ⟨m, hm, hm'⟩ := Set.exists_min_image _ id hfin hne
  obtain ⟨M, hM, hM'⟩ := Set.exists_max_image _ id hfin hne
  exact ⟨⟨m, hm, fun b hb => hm' b hb⟩, ⟨M, hM, fun b hb => hM' b hb⟩⟩

/-- Rayleigh bound: if no eigenvalue of a Hermitian matrix `S` lies below `m`, then for every vector
`x` the real part of `x† S x` is at least `m` times the squared norm of `x`. -/
theorem rayleigh_lower {S : Matrix ι ι ℂ} (hS : S.IsHermitian) {m : ℝ}
    (hm : ∀ μ ∈ eigs S, m ≤ μ) (x : ι → ℂ) :
    m * coeffNormSq x ≤ (star x ⬝ᵥ S *ᵥ x).re := by
  have hT : (S - (m : ℂ) • (1 : Matrix ι ι ℂ)).IsHermitian := by
    simp [Matrix.IsHermitian, Matrix.conjTranspose_sub, Matrix.conjTranspose_smul, hS.eq]
  -- the shifted matrix has no negative eigenvalue
  have hp : (S - (m : ℂ) • (1 : Matrix ι ι ℂ)).PosSemidef := by
    refine hT.posSemidef_iff_eigenvalues_nonneg.mpr fun i => ?_
    obtain ⟨v, hv, h⟩ := eigenvalues_mem hT i
    rw [Matrix.sub_mulVec, Matrix.smul_mulVec, Matrix.one_mulVec] at h
    have h2 := hm (hT.eigenvalues i + m) ⟨v, hv, by
      rw [sub_eq_iff_eq_add.mp h, Complex.ofReal_add, add_smul]⟩
    change 0 ≤ hT.eigenvalues i
    linarith
  have h := (Complex.le_def.mp (hp.dotProduct_mulVec_nonneg x)).1
  rw [Matrix.sub_mulVec, Matrix.smul_mulVec, Matrix.one_mulVec, dotProduct_sub,
    dotProduct_smul, star_dot_self, smul_eq_mul, ← Complex.ofReal_mul, Complex.sub_re,
    Complex.ofReal_re, Complex.zero_re] at h
  linarith

omit [DecidableEq ι] in
/-- The quadratic form `x† (L Lᴴ) x` equals the squared norm of `Lᴴ x`. -/
theorem cholesky_expectation (L : Matrix ι ι ℂ) (x : ι → ℂ) :
    star x ⬝ᵥ (L * Lᴴ) *ᵥ x = (coeffNormSq (Lᴴ *ᵥ x) : ℂ) := by
  rw [← star_dot_self, Matrix.star_mulVec, Matrix.conjTranspose_conjTranspose,
    ← Matrix.mulVec_mulVec]
  exact Matrix.dotProduct_mulVec _ _ _

/-- For lower triangular `L`, the conjugate of each diagonal entry is an eigenvalue of `Lᴴ`. -/
theorem pivot_eigenvector {L : Matrix (Fin n) (Fin n) ℂ}
    (hL : ∀ i j, i < j → L i j = 0) (k : Fin n) :
    ∃ v : Fin n → ℂ, v ≠ 0 ∧ Lᴴ *ᵥ v = star (L k k) • v := by
  have hdet : (Lᴴ - star (L k k) • (1 : Matrix (Fin n) (Fin n) ℂ)).det = 0 := by
    rw [Matrix.det_of_isUpperTriangular]
    · exact Finset.prod_eq_zero (Finset.mem_univ k) (by simp)
    · intro i j hij
      have hij' : j < i := hij
      simp [hL j i hij', Matrix.one_apply_ne hij'.ne']
  obtain ⟨v, hv, h⟩ := Matrix.exists_mulVec_eq_zero_iff.mpr hdet
  rw [Matrix.sub_mulVec, Matrix.smul_mulVec, Matrix.one_mulVec] at h
  exact ⟨v, hv, sub_eq_zero.mp h⟩

/-- If `S = L Lᴴ` with `L` lower triangular, every squared pivot `|L k k|²` lies between the
smallest and the largest eigenvalue of `S`. -/
theorem pivot_between_extreme_eigenvalues {L : Matrix (Fin n) (Fin n) ℂ}
    (hL : ∀ i j, i < j → L i j = 0) {m M : ℝ} (hm : IsLeast (eigs (L * Lᴴ)) m)
    (hM : IsGreatest (eigs (L * Lᴴ)) M) (k : Fin n) :
    m ≤ ‖L k k‖ ^ 2 ∧ ‖L k k‖ ^ 2 ≤ M := by
  have hS : (L * Lᴴ).IsHermitian := Matrix.isHermitian_mul_conjTranspose_self L
  obtain ⟨v, hv, h⟩ := pivot_eigenvector hL k
  have hpos := coeffNormSq_pos hv
  -- the Rayleigh quotient of `v` is the squared pivot
  have hq : (star v ⬝ᵥ (L * Lᴴ) *ᵥ v).re = ‖L k k‖ ^ 2 * coeffNormSq v := by
    rw [cholesky_expectation, Complex.ofReal_re, h]
    simp [coeffNormSq, mul_pow, Finset.mul_sum]
  constructor
  · have h1 := rayleigh_lower hS (fun μ hμ => hm.2 hμ) v
    rw [hq] at h1
    exact le_of_mul_le_mul_right h1 hpos
  · -- the upper bound is the lower bound for `-S`
    have h1 := rayleigh_lower (m := -M) hS.neg (fun μ hμ => by
      obtain ⟨w, hw, hw'⟩ := hμ
      rw [Matrix.neg_mulVec] at hw'
      have h2 := hM.2 (show -μ ∈ eigs (L * Lᴴ) from ⟨w, hw, by
        rw [Complex.ofReal_neg, neg_smul, ← hw', neg_neg]⟩)
      linarith) v
    rw [Matrix.neg_mulVec, dotProduct_neg, Complex.neg_re, hq] at h1
    exact le_of_mul_le_mul_right (by linarith) hpos

/-- For a Cholesky factor with positive real diagonal `d`, the squared ratio of any two pivots is at
most the ratio of the largest to the smallest eigenvalue of `L Lᴴ`. -/
theorem pivot_ratio_le_condition {L : Matrix (Fin n) (Fin n) ℂ} {d : Fin n → ℝ}
    (hL : ∀ i j, i < j → L i j = 0) (hd : ∀ i, L i i = (d i : ℂ)) (hpos : ∀ i, 0 < d i)
    {m M : ℝ} (hm : IsLeast (eigs (L * Lᴴ)) m) (hM : IsGreatest (eigs (L * Lᴴ)) M)
    (j k : Fin n) : (d j / d k) ^ 2 ≤ M / m := by
  have hnorm : ∀ i, ‖L i i‖ ^ 2 = d i ^ 2 := fun i => by simp [hd i]
  have hk := (pivot_between_extreme_eigenvalues hL hm hM k).1
  have hj := (pivot_between_extreme_eigenvalues hL hm hM j).2
  rw [hnorm] at hk hj
  -- nonzero pivots make `Lᴴ` injective, hence the smallest eigenvalue positive
  have hm0 : 0 < m := by
    obtain ⟨v, hv, h⟩ := hm.1
    have hw : Lᴴ *ᵥ v ≠ 0 := by
      intro h0
      have hdet := Matrix.exists_mulVec_eq_zero_iff.mp ⟨v, hv, h0⟩
      rw [Matrix.det_of_isUpperTriangular (fun a b hab => by
        simp [hL b a hab])] at hdet
      obtain ⟨i, -, hi⟩ := Finset.prod_eq_zero_iff.mp hdet
      simp [hd i, (hpos i).ne'] at hi
    have he := cholesky_expectation L v
    rw [h, dotProduct_smul, star_dot_self, smul_eq_mul] at he
    have he' : m * coeffNormSq v = coeffNormSq (Lᴴ *ᵥ v) := by exact_mod_cast he
    have hp := coeffNormSq_pos hw
    rw [← he'] at hp
    exact pos_of_mul_pos_left hp (coeffNormSq_pos hv).le
  have hdk : 0 < d k ^ 2 := pow_pos (hpos k) 2
  rw [div_pow, div_le_div_iff₀ hdk hm0]
  exact mul_le_mul hj hk hm0.le ((sq_nonneg _).trans hj)

end CholeskyPivots
```

```lean
#print axioms CholeskyPivots.exists_extreme_eigenvalues
#print axioms CholeskyPivots.pivot_between_extreme_eigenvalues
#print axioms CholeskyPivots.pivot_ratio_le_condition
```

```
'CholeskyPivots.exists_extreme_eigenvalues' depends on axioms: [propext, Classical.choice, Quot.sound]
'CholeskyPivots.pivot_between_extreme_eigenvalues' depends on axioms: [propext, Classical.choice, Quot.sound]
'CholeskyPivots.pivot_ratio_le_condition' depends on axioms: [propext, Classical.choice, Quot.sound]
```

## What the theorems assume and what they leave open

`eigs S` is the set of real eigenvalues with nonzero eigenvectors; `IsLeast` and `IsGreatest` make `m` and `M` its extremes. `exists_extreme_eigenvalues` shows that they exist for any Hermitian matrix of positive size: the spectral theorem supplies an eigenvalue, and the characteristic polynomial has finitely many roots. `coeffNormSq` is \(\|x\|^2\), not the squared norm of the function that \(x\) represents, which is \(x^\dagger Sx\).

`rayleigh_lower` shifts \(S\) by \(m\) and uses the positive semidefiniteness of the result; the upper bound applies the same lemma to \(-S\). `cholesky_expectation` and `pivot_eigenvector` supply the norm identity and the vector \(v\), and `pivot_between_extreme_eigenvalues` combines them. `pivot_ratio_le_condition` first proves \(m>0\), then clears denominators.

The hypothesis `hL` says that entries above the diagonal vanish. The two-sided bound allows complex or zero pivots. The ratio bound assumes `hpos`, the usual Cholesky convention for linearly independent basis functions.

The overlap matrix enters only as `L * Lᴴ`, so the factorisation is assumed. A floating-point factor reproduces \(S\) only up to rounding, and carrying the bound over to the stored \(S\) needs a separate error estimate.

Nothing here bounds \(m\) from below by the pivots, and without normalised basis functions the pivots alone give no positive lower bound. For \(L=\begin{pmatrix}1&0\\a&1\end{pmatrix}\) with real \(a\), both pivots are 1, yet \(mM=\det S=1\) and \(m+M=2+a^2\), so \(m\) tends to zero as \(a\) grows. The second function here has squared norm \(1+a^2\); once it is normalised, its squared pivot becomes \(1/(1+a^2)\), which does reveal the near dependence. With many functions, even normalised ones, \(m\) can still lie far below every squared pivot, so the absence of a small pivot does not prove that the basis is well conditioned.
